# Tempered transitions with a palindromic sequence of reversible moves satisfy detailed balance on a finite state space

A molecule with two conformations separated by a high energy barrier rarely changes conformation in a cold simulation with small moves, so let it make one move from x to y at a higher temperature, drawn with a probability T(x,y) that satisfies detailed balance for the hot weight p, and accept y with probability min(1, π(y)p(x)/(π(x)p(y))), where π is the cold weight. The accepted flow from x to y is then min(π(x)T(x,y), π(y)T(y,x)), which is the same in both directions, and the Lean file below proves detailed balance for π on any finite set of states when all weights are positive and a whole sequence of hot moves, each in detailed balance for its own weight, is made in palindromic order and a single acceptance test follows at the end.

```lean
import Mathlib

open Finset

namespace TemperedTransitions

noncomputable section

variable {S : Type*} {m : ℕ}

/-- The trajectory `ω` run backwards in time. -/
def reversePath (ω : Fin (m + 1) → S) : Fin (m + 1) → S := fun i => ω i.rev

/-- The probability that the kernels `T`, applied in order, produce the trajectory `ω`
from its initial state. -/
def pathProb (T : Fin m → S → S → ℝ) (ω : Fin (m + 1) → S) : ℝ :=
  ∏ j : Fin m, T j (ω j.castSucc) (ω j.succ)

/-- The tempered-transition ratio of a trajectory, for weights `p0` and `p j` that
do not vanish. -/
def ratio (p0 : S → ℝ) (p : Fin m → S → ℝ) (ω : Fin (m + 1) → S) : ℝ :=
  p0 (ω (Fin.last m)) / p0 (ω 0) * ∏ j : Fin m, p j (ω j.castSucc) / p j (ω j.succ)

/-- The probability of accepting the end point of a trajectory, for weights `p0` and `p j`
that do not vanish. -/
def accept (p0 : S → ℝ) (p : Fin m → S → ℝ) (ω : Fin (m + 1) → S) : ℝ :=
  min 1 (ratio p0 p ω)

variable [Fintype S]

/-- A tempering schedule: stochastic kernels in palindromic order, each reversible for
its own positive weight. -/
structure IsSchedule (T : Fin m → S → S → ℝ) (p : Fin m → S → ℝ) : Prop where
  nonneg : ∀ j x y, 0 ≤ T j x y
  sum_one : ∀ j x, ∑ y, T j x y = 1
  pos : ∀ j x, 0 < p j x
  reversible : ∀ j x y, p j x * T j x y = p j y * T j y x
  palindromic : ∀ j, T j.rev = T j

/-- The transition probability from `x` to `y`: accepted trajectories from `x` to `y`, and
for `y = x` also all rejected trajectories from `x`. The weights must not vanish. -/
def kernel [DecidableEq S] (p0 : S → ℝ) (p : Fin m → S → ℝ) (T : Fin m → S → S → ℝ)
    (x y : S) : ℝ :=
  (∑ ω : Fin (m + 1) → S,
    if ω 0 = x ∧ ω (Fin.last m) = y then pathProb T ω * accept p0 p ω else 0) +
  if x = y then
    ∑ ω : Fin (m + 1) → S, if ω 0 = x then pathProb T ω * (1 - accept p0 p ω) else 0
  else 0

/-- If every kernel has unit row sums, summing a function of the initial state over all
trajectories, weighted by their probabilities, gives its sum over states. -/
theorem sum_pathProb (T : Fin m → S → S → ℝ) (hT : ∀ j x, ∑ y, T j x y = 1)
    (f : S → ℝ) : ∑ ω : Fin (m + 1) → S, f (ω 0) * pathProb T ω = ∑ x, f x := by
  induction m generalizing f with
  | zero =>
    exact Fintype.sum_equiv (Equiv.funUnique (Fin 1) S) _ _
      (fun ω => by simp [pathProb])
  | succ m ih =>
    -- split off the initial state and the first kernel
    rw [← Equiv.sum_comp (Fin.consEquiv (n := m + 1) (fun _ => S)),
      Fintype.sum_prod_type]
    refine sum_congr rfl fun a _ => ?_
    have hstep : ∀ ω : Fin (m + 1) → S,
        f ((Fin.cons a ω : Fin (m + 2) → S) 0) *
          pathProb T (Fin.cons a ω : Fin (m + 2) → S) =
        (f a * T 0 a (ω 0)) * pathProb (fun j => T j.succ) ω := by
      intro ω
      have e : pathProb T (Fin.cons a ω : Fin (m + 2) → S) =
          T 0 a (ω 0) * pathProb (fun j => T j.succ) ω := Fin.prod_univ_succ _
      rw [e, Fin.cons_zero]
      ring
    calc _ = ∑ ω : Fin (m + 1) → S,
          (f a * T 0 a (ω 0)) * pathProb (fun j => T j.succ) ω :=
          sum_congr rfl fun ω _ => hstep ω
      _ = ∑ z, f a * T 0 a z :=
          ih (fun j => T j.succ) (fun j => hT j.succ) (fun z => f a * T 0 a z)
      _ = f a := by rw [← mul_sum, hT, mul_one]

/-- Summing over reversed trajectories is the same as summing over trajectories. -/
theorem sum_reversePath (F : (Fin (m + 1) → S) → ℝ) :
    ∑ ω, F (reversePath ω) = ∑ ω, F ω :=
  Equiv.sum_comp (Function.Involutive.toPerm (reversePath (S := S) (m := m))
    (fun ω => by funext i; simp [reversePath])) F

variable {T : Fin m → S → S → ℝ} {p : Fin m → S → ℝ} {p0 : S → ℝ}

/-- For a tempering schedule and positive `p0`, the weight of a trajectory started from `p0`,
times its ratio, is the weight of the reversed trajectory started from `p0`. -/
theorem weight_mul_ratio (h : IsSchedule T p) (h0 : ∀ x, 0 < p0 x)
    (ω : Fin (m + 1) → S) :
    p0 (ω 0) * pathProb T ω * ratio p0 p ω =
      p0 (ω (Fin.last m)) * pathProb T (reversePath ω) := by
  -- reversibility turns each backward step into a forward step
  have hrev : pathProb T (reversePath ω) = ∏ j : Fin m,
      T j (ω j.castSucc) (ω j.succ) * (p j (ω j.castSucc) / p j (ω j.succ)) := by
    unfold pathProb reversePath
    refine Fintype.prod_equiv Fin.revPerm _ _ (fun j => ?_)
    simp only [Fin.revPerm_apply, Fin.rev_castSucc, Fin.rev_succ, h.palindromic]
    have hb := h.reversible j.rev (ω j.rev.castSucc) (ω j.rev.succ)
    rw [h.palindromic] at hb
    rw [← mul_div_assoc, eq_div_iff (h.pos j.rev (ω j.rev.succ)).ne']
    linarith
  have hc : p0 (ω 0) * (p0 (ω (Fin.last m)) / p0 (ω 0)) = p0 (ω (Fin.last m)) :=
    mul_div_cancel₀ _ (h0 (ω 0)).ne'
  rw [hrev, prod_mul_distrib]
  unfold ratio pathProb
  linear_combination ((∏ j : Fin m, T j (ω j.castSucc) (ω j.succ)) *
    ∏ j : Fin m, p j (ω j.castSucc) / p j (ω j.succ)) * hc

/-- For a tempering schedule and positive `p0`, the accepted flow along a trajectory is the
smaller of the weights of the trajectory and of its reverse. -/
theorem flow_eq_min (h : IsSchedule T p) (h0 : ∀ x, 0 < p0 x) (ω : Fin (m + 1) → S) :
    p0 (ω 0) * pathProb T ω * accept p0 p ω =
      min (p0 (ω 0) * pathProb T ω)
        (p0 (ω (Fin.last m)) * pathProb T (reversePath ω)) := by
  have hn : 0 ≤ p0 (ω 0) * pathProb T ω :=
    mul_nonneg (h0 _).le (prod_nonneg fun j _ => h.nonneg j _ _)
  rw [accept, mul_min_of_nonneg _ _ hn, mul_one, weight_mul_ratio h h0]

/-- **Tempered transitions.** For a tempering schedule and positive `p0`, the transition
probabilities are nonnegative, sum to one, and satisfy detailed balance for `p0`. -/
theorem tempered_transitions [DecidableEq S] (h : IsSchedule T p) (h0 : ∀ x, 0 < p0 x) :
    (∀ x y, 0 ≤ kernel p0 p T x y) ∧ (∀ x, ∑ y, kernel p0 p T x y = 1) ∧
      ∀ x y, p0 x * kernel p0 p T x y = p0 y * kernel p0 p T y x := by
  refine ⟨fun x y => ?_, fun x => ?_, fun x y => ?_⟩
  · have hP : ∀ ω, 0 ≤ pathProb T ω := fun ω => prod_nonneg fun j _ => h.nonneg j _ _
    have ha : ∀ ω, 0 ≤ accept p0 p ω := fun ω =>
      le_min zero_le_one (mul_nonneg (div_nonneg (h0 _).le (h0 _).le)
        (prod_nonneg fun j _ => div_nonneg (h.pos j _).le (h.pos j _).le))
    have ha1 : ∀ ω, 0 ≤ 1 - accept p0 p ω := fun ω => sub_nonneg.2 (min_le_left _ _)
    refine add_nonneg (sum_nonneg fun ω _ => ?_) ?_
    · split_ifs
      exacts [mul_nonneg (hP ω) (ha ω), le_rfl]
    · split_ifs
      · refine sum_nonneg fun ω _ => ?_
        split_ifs
        exacts [mul_nonneg (hP ω) (ha1 ω), le_rfl]
      · exact le_rfl
  · -- accepted and rejected trajectories together exhaust the probability
    have hs := sum_pathProb T h.sum_one (fun z => if z = x then (1 : ℝ) else 0)
    simp only [sum_ite_eq', mem_univ, if_true] at hs
    simp only [kernel, sum_add_distrib, sum_ite_eq, mem_univ, if_true]
    rw [sum_comm, ← sum_add_distrib]
    refine Eq.trans (sum_congr rfl fun ω _ => ?_) hs
    by_cases hx : ω 0 = x
    · simp only [hx, true_and, sum_ite_eq, mem_univ, if_true]
      ring
    · simp [hx]
  · rcases eq_or_ne x y with rfl | hxy
    · rfl
    -- pair each trajectory from x to y with its reverse
    simp only [kernel, if_neg hxy, if_neg hxy.symm, add_zero, mul_sum]
    refine Eq.trans ?_ (sum_reversePath _)
    refine sum_congr rfl fun ω _ => ?_
    have e0 : reversePath ω 0 = ω (Fin.last m) := by simp [reversePath]
    have e1 : reversePath ω (Fin.last m) = ω 0 := by simp [reversePath]
    have e2 : reversePath (reversePath ω) = ω := by funext i; simp [reversePath]
    simp only [e0, e1]
    by_cases hc : ω 0 = x ∧ ω (Fin.last m) = y
    · have f1 := flow_eq_min h h0 ω
      have f2 := flow_eq_min h h0 (reversePath ω)
      rw [e0, e1, e2, min_comm, ← f1, hc.1, hc.2] at f2
      rw [if_pos hc, if_pos ⟨hc.2, hc.1⟩]
      linarith
    · rw [if_neg hc, if_neg (fun h' => hc ⟨h'.2, h'.1⟩), mul_zero, mul_zero]

/-- Weights of the upper level of a two-level system in three stages, relative to the lower. -/
def upperWeight : Fin 3 → ℝ := ![1 / 2, 3 / 4, 1 / 2]

/-- Metropolis flips of a two-level system with the upper-level weights `upperWeight` form
a tempering schedule. -/
theorem isSchedule_witness :
    IsSchedule (S := Fin 2) (fun j => ![![1 - upperWeight j, upperWeight j], ![1, 0]])
      (fun j => ![1, upperWeight j]) where
  nonneg j x y := by
    fin_cases j <;> fin_cases x <;> fin_cases y <;> norm_num [upperWeight]
  sum_one j x := by
    fin_cases x <;> simp [Fin.sum_univ_two]
  pos j x := by
    fin_cases j <;> fin_cases x <;> norm_num [upperWeight]
  reversible j x y := by
    fin_cases x <;> fin_cases y <;> simp
  palindromic j := by
    have hj : upperWeight j.rev = upperWeight j := by fin_cases j <;> rfl
    simp only [hj]

end

end TemperedTransitions
```

```lean
#print axioms TemperedTransitions.tempered_transitions
```

```
'TemperedTransitions.tempered_transitions' depends on axioms: [propext, Classical.choice, Quot.sound]
```

## From one hot move to a heated excursion

One hot move is often not enough. A small move seldom crosses the barrier, and a move long enough to forget its starting point ends in a state typical of the hot system, whose energy is often too high for the cold one to accept. A tempered transition therefore heats the system in stages, cools it again in stages, and only then decides whether the final state replaces the initial one.

Write the trajectory as ω = (x_0, …, x_m). The moves are numbered j = 0, …, m−1, as in Lean, and move j takes x_j to x_(j+1) with probability T_j(x_j, x_(j+1)). Given x_0, the trajectory has probability

P(ω) = ∏_j T_j(x_j, x_(j+1)),

which is `pathProb`. The acceptance probability `accept` is A(ω) = min(1, R(ω)), with the `ratio`

R(ω) = π(x_m)/π(x_0) · ∏_j p_j(x_j)/p_j(x_(j+1)).

The target weight π is called `p0` in the code. It is a different object from `p 0`, the weight of the first move, written p_0 here.

For an energy E, a target inverse temperature β and stage values β_j, the Boltzmann weights are π = exp(−βE) and p_j = exp(−β_j E). The ratio becomes

R(ω) = exp(−β[E(x_m) − E(x_0)] + Σ_j β_j [E(x_(j+1)) − E(x_j)]).

Only energies along the trajectory enter. Partition functions cancel, so none of the weights has to be normalised.

## What is assumed and what is proved

The states form a finite type `S`. The structure `IsSchedule` collects the conditions on the moves:

- `nonneg` and `sum_one` say that each T_j is a matrix of transition probabilities.
- `pos` says that every p_j is strictly positive, as Boltzmann weights with finite energies are.
- `reversible` is detailed balance at each stage, p_j(x)T_j(x,y) = p_j(y)T_j(y,x). A Metropolis move with a symmetric proposal at fixed temperature has this property.
- `palindromic` says T_(m−1−j) = T_j: the cooling moves repeat the heating moves in the opposite order.

The weights p_j are not required to mirror each other. If T_j connects all states, it fixes its reversible weight up to a constant factor, which cancels in R.

The function `kernel` is the transition matrix K of the complete algorithm. Its first sum collects accepted trajectories from x to y. Its second sum, present only for y = x, collects every rejected trajectory from x, because after a rejection the old state is counted again.

For such a schedule and a positive π, `tempered_transitions` states that K(x,y) ≥ 0, that Σ_y K(x,y) = 1, and that

π(x)K(x,y) = π(y)K(y,x).

Summing the last equation over x shows that π is stationary. The theorem makes no claim that the chain reaches every state, or how fast it does so.

This applies directly to Monte Carlo simulation of models with finitely many configurations, such as a finite Ising lattice. For a molecule with continuous coordinates, the step from finite sums to integrals remains to be made.

The last theorem, `isSchedule_witness`, gives a concrete schedule: a two-level system with three Metropolis flips. The normalised stage distributions are (2/3, 1/3), (4/7, 3/7) and (2/3, 1/3), so the middle stage is the hottest.

## Running the trajectory backwards

The reversed trajectory ω̄ visits x_m, …, x_0. Its probability under the same sequence of moves is

P(ω̄) = ∏_j T_j(x_(m−j), x_(m−j−1)).

Renumber the factors by k = m−1−j and use the palindromic order:

P(ω̄) = ∏_k T_(m−1−k)(x_(k+1), x_k) = ∏_k T_k(x_(k+1), x_k).

Detailed balance at each stage turns every backward step into a forward step:

P(ω̄) = ∏_k T_k(x_k, x_(k+1)) · p_k(x_k)/p_k(x_(k+1)).

The second factors are exactly the product in R(ω). Multiplying by π(x_m) gives

π(x_0) P(ω) R(ω) = π(x_m) P(ω̄).

This is `weight_mul_ratio`. In Lean, `Fintype.prod_equiv Fin.revPerm` does the renumbering, `h.palindromic` identifies the moves, and `h.reversible` supplies detailed balance for each factor. The closing `linear_combination` uses `hc`, the step in which π(x_0) cancels.

Since π(x_0)P(ω) is nonnegative, it can be taken inside the minimum:

π(x_0) P(ω) A(ω) = min(π(x_0)P(ω), π(x_m)P(ω̄)).

This is `flow_eq_min`, with `mul_min_of_nonneg` as the main step. Reversing the trajectory exchanges the two arguments, so the accepted flow along ω equals the accepted flow along ω̄.

## Detailed balance and unit row sums

For x = y detailed balance is trivial. For x ≠ y the rejection term is absent, and π(x)K(x,y) is the sum of accepted flows over all trajectories from x to y. Reversal matches these one to one with the trajectories from y to x, and matched trajectories carry equal flow. The two sums therefore agree. The lemma `sum_reversePath` provides the matching, since reversing twice restores the trajectory, and two uses of `flow_eq_min` give the equality term by term.

The row sums require trajectory probabilities to add up to one for each initial state. The lemma `sum_pathProb` proves a slightly more general identity, for any function f of the initial state:

Σ_ω f(x_0) P(ω) = Σ_x f(x).

The proof is by induction on m. For m = 0 a trajectory is a single state and P = 1. For one more move, split off the initial state a and the first move. The remaining trajectory starts at some z, and the induction hypothesis, applied to the function z ↦ f(a)T_0(a,z), reduces the sum to

Σ_a Σ_z f(a) T_0(a,z) = Σ_a f(a).

Stating the lemma for a general f allows the induction hypothesis to be applied to this new function. Choosing f to be 1 at x and 0 elsewhere gives total probability one for trajectories from x. Each of them contributes P(ω)A(ω) + P(ω)(1 − A(ω)) = P(ω) to the row sum of K, which is therefore one. Nonnegativity follows from 0 ≤ A(ω) ≤ 1.

## No moves, no heating, and a broken palindrome

With m = 0 there is nothing to propose, R = 1, and K is the identity matrix. It satisfies detailed balance for every π and never moves, which shows how little detailed balance alone says about sampling.

If every stage has the target weight, p_j = π, the product in R telescopes to π(x_0)/π(x_m). Then R = 1, and every trajectory is accepted.

Without the palindromic order, even stationarity can fail. Take two states, 0 and 1, with target distribution (2/3, 1/3), and two moves, the first at the target temperature and the second hotter:

- T_0 flips 0 with probability 1/2 and always flips 1. It is reversible for p_0 = (2/3, 1/3).
- T_1 always flips. It is reversible for p_1 = (1/2, 1/2).

From state 1 the only possible trajectory is 1, 0, 1, so K(1,0) = 0. From state 0 the trajectory 0, 0, 1 has probability 1/2 and R = 1/2, so K(0,1) = 1/4. One step of the chain turns the target distribution into (1/2, 1/2), and state 1 is never left. Each move respects its own equilibrium, but the reverse of 0, 0, 1 would need the two moves in the opposite order.
